# Infinite variance of the bare Coulomb force in a hydrogenic ground state

A Monte Carlo estimate of a force comes with an error bar, computed from the scatter of the samples. If the quantity sampled has infinite variance, that error bar rests on a standard deviation that is not finite. For independent samples with a finite mean, the sample variance then grows without bound as the run gets longer, and one extreme sample can raise it sharply. The average itself still converges, so the trouble is easily missed.

The bare Coulomb force behaves in this way for one electron bound in its ground state to a nucleus of charge $Z>0$. In atomic units the wave function is proportional to $e^{-Zr}$, where $r$ is the distance from the nucleus, and the force has magnitude $Z/r^2$. When positions are sampled from the square of the wave function, this magnitude has a finite mean and an infinite variance.

```lean
import Mathlib

open MeasureTheory Set Filter Topology

namespace BareCoulombForce

noncomputable section
```

## Weight, force and cut-off

The density is proportional to $e^{-2Zr}$, and the volume element contributes $r^2$. With constant factors left out, the radial weight is

$$w(r)=r^2e^{-2Zr}.$$

```lean
/-- The unnormalised radial weight `r² exp(-2Zr)` of the hydrogenic ground-state density. -/
def radialWeight (Z r : ℝ) : ℝ := r ^ 2 * Real.exp (-2 * Z * r)
```

The norm of this weight is $\int_0^\infty r^2e^{-2Zr}\,dr=2/(2Z)^3=1/(4Z^3)$. An expectation value is therefore $4Z^3$ times the corresponding integral below. The factor has no influence on whether an integral is finite.

The quantity sampled is

$$F(r)=\frac{Z}{r^2}.$$

```lean
/-- The magnitude `Z/r²` of the bare Coulomb force between an electron and a nucleus of
charge `Z` at distance `r > 0`. -/
def force (Z r : ℝ) : ℝ := Z / r ^ 2
```

The name `force` stands for this magnitude and not for a vector.

To see how the second moment grows, leave out a small ball of radius $\varepsilon$ around the nucleus and integrate up to $r=1$:

$$M(\varepsilon)=\int_\varepsilon^1 w(r)\,F(r)^2\,dr.$$

```lean
/-- The weighted integral of the squared force over the shell between the cut-off radius `ε`, with
`0 < ε ≤ 1`, and radius one. -/
def cutoffSecondMoment (Z ε : ℝ) : ℝ :=
  ∫ r in ε..1, radialWeight Z r * force Z r ^ 2
```

The upper limit of one bohr is a convenience, since the divergence comes from small $r$.

## The mean is finite

The volume factor cancels the singularity of the force:

$$\int_0^\infty r^2e^{-2Zr}\,\frac{Z}{r^2}\,dr=Z\int_0^\infty e^{-2Zr}\,dr=Z\cdot\frac{1}{2Z}=\frac12.$$

The normalised mean is $4Z^3\cdot\tfrac12=2Z^3$.

```lean
/-- For `Z > 0`, the bare force integrated with the hydrogenic radial weight over all `r > 0`
equals `1/2`. -/
theorem integral_force {Z : ℝ} (hZ : 0 < Z) :
    ∫ r in Ioi (0 : ℝ), radialWeight Z r * force Z r = 1 / 2 := by
  -- the volume factor cancels the singularity of the force
  have heq : EqOn (fun r => radialWeight Z r * force Z r)
      (fun r => Z * Real.exp (-2 * Z * r)) (Ioi 0) := by
    intro r hr
    have hr' : r ≠ 0 := (mem_Ioi.1 hr).ne'
    simp only [radialWeight, force]
    field_simp
  have hneg : -2 * Z < 0 := by linarith
  rw [setIntegral_congr_fun measurableSet_Ioi heq, integral_const_mul,
    integral_exp_mul_Ioi hneg 0, mul_zero, Real.exp_zero, ← mul_div_assoc,
    div_eq_div_iff hneg.ne two_ne_zero]
  ring
```

In the statement, `Ioi (0 : ℝ)` is the half-line $r>0$. The equality `heq` is the cancellation, and `integral_exp_mul_Ioi` supplies the exponential integral, which needs the negative exponent recorded in `hneg`.

## Which moments exist

For any real order $p$ and $r>0$, we have $(Z/r^2)^p=Z^pr^{-2p}$, hence

$$w(r)F(r)^p=Z^p\,r^{2-2p}\,e^{-2Zr}.$$

```lean
/-- For `Z > 0` and `r > 0`, the weighted `p`-th power of the force is
`Z^p r^(2-2p) exp(-2Zr)`. -/
theorem weighted_force_rpow {Z r : ℝ} (hZ : 0 < Z) (hr : 0 < r) (p : ℝ) :
    radialWeight Z r * force Z r ^ p
      = Z ^ p * (r ^ (2 - 2 * p) * Real.exp (-2 * Z * r)) := by
  have h1 : (r ^ 2) ^ p = r ^ (2 * p) := by
    rw [← Real.rpow_two, ← Real.rpow_mul hr.le]
  unfold radialWeight force
  rw [Real.div_rpow hZ.le (sq_nonneg r), h1, Real.rpow_sub hr, Real.rpow_two]
  ring
```

Write $s=2-2p$. Suppose first that the moment is finite. For $0<r<1$ we have $e^{2Z}e^{-2Zr}\ge1$, so

$$r^s\le e^{2Z}\,r^s e^{-2Zr},$$

and $r^s$ is integrable on $(0,1)$. Now

$$\int_\delta^1 r^s\,dr=\frac{1-\delta^{s+1}}{s+1}\quad(s\ne-1),\qquad \int_\delta^1\frac{dr}{r}=-\ln\delta,$$

which stays bounded as $\delta\to0$ only if $s>-1$, that is, $p<3/2$.

Conversely, let $s>-1$. Near the nucleus the integrand is at most $Z^pr^s$, which is integrable. For $r\ge1$ the product $r^se^{-Zr}$ is bounded, so the integrand is at most a constant times $e^{-Zr}$. The moment is finite.

```lean
/-- For `Z > 0`, the moment of real order `p` of the bare force in the hydrogenic density is
finite exactly when `p < 3/2`. -/
theorem moment_integrable_iff {Z : ℝ} (hZ : 0 < Z) (p : ℝ) :
    IntegrableOn (fun r => radialWeight Z r * force Z r ^ p) (Ioi 0) ↔ p < 3 / 2 := by
  have heq : EqOn (fun r => radialWeight Z r * force Z r ^ p)
      (fun r => Z ^ p * (r ^ (2 - 2 * p) * Real.exp (-2 * Z * r))) (Ioi 0) :=
    fun r hr => weighted_force_rpow hZ hr p
  rw [integrableOn_congr_fun heq measurableSet_Ioi]
  have hzp : 0 < Z ^ p := Real.rpow_pos_of_pos hZ p
  constructor
  · intro h
    -- near the nucleus the exponential is bounded below, which leaves a pure power
    have h1 : IntegrableOn (fun r : ℝ => r ^ (2 - 2 * p)) (Ioo 0 1) := by
      have hsub : Ioo (0 : ℝ) 1 ⊆ Ioi 0 := fun r hr => hr.1
      have h2 := Integrable.const_mul (h.mono_set hsub) (Real.exp (2 * Z) / Z ^ p)
      refine Integrable.mono' h2 (measurable_id.pow_const _).aestronglyMeasurable ?_
      refine (ae_restrict_iff' measurableSet_Ioo).2 (Eventually.of_forall fun r hr => ?_)
      have hs : 0 < r ^ (2 - 2 * p) := Real.rpow_pos_of_pos hr.1 _
      have he : 1 ≤ Real.exp (2 * Z) * Real.exp (-2 * Z * r) := by
        rw [← Real.exp_add]
        exact Real.one_le_exp (by nlinarith [mul_pos hZ (sub_pos.2 hr.2)])
      have hc : Real.exp (2 * Z) / Z ^ p * Z ^ p = Real.exp (2 * Z) :=
        div_mul_cancel₀ _ hzp.ne'
      rw [Real.norm_of_nonneg hs.le]
      calc r ^ (2 - 2 * p)
          ≤ r ^ (2 - 2 * p) * (Real.exp (2 * Z) * Real.exp (-2 * Z * r)) :=
            le_mul_of_one_le_right hs.le he
        _ = (Real.exp (2 * Z) / Z ^ p * Z ^ p)
              * (r ^ (2 - 2 * p) * Real.exp (-2 * Z * r)) := by rw [hc]; ring
        _ = _ := by rw [mul_assoc]
    have h3 := (intervalIntegral.integrableOn_Ioo_rpow_iff one_pos).1 h1
    linarith
  · intro hp
    have h := integrableOn_rpow_mul_exp_neg_mul_rpow (s := 2 - 2 * p) (p := 1) (b := 2 * Z)
      (by linarith) (by norm_num) (by positivity)
    refine IntegrableOn.congr_fun (Integrable.const_mul h (Z ^ p)) (fun r _ => ?_)
      measurableSet_Ioi
    simp only [Real.rpow_one, neg_mul]
```

`IntegrableOn` says that the integral of the absolute value is finite. It is used here because Lean gives the integral of a non-integrable function the value zero, so an equation between integrals could not express divergence.

In the first direction, `he` is the bound on the exponential, the `calc` block is the comparison with a pure power, and `integrableOn_Ioo_rpow_iff` gives the condition $s>-1$. In the second direction, one Mathlib lemma handles both ends of the half-line. Its argument `p := 1` is the power of $r$ inside the exponential and not the order of the moment.

The first moment lies below the threshold $3/2$ and the second lies above it.

## How fast the second moment grows

For $p=2$ the integrand is $Z^2e^{-2Zr}/r^2$. On $\varepsilon\le r\le1$ the exponential lies between $e^{-2Z}$ and $1$, and

$$\int_\varepsilon^1\frac{dr}{r^2}=\left[-\frac1r\right]_\varepsilon^1=\frac1\varepsilon-1.$$

Therefore, for $0<\varepsilon\le1$,

$$Z^2e^{-2Z}\left(\frac1\varepsilon-1\right)\le M(\varepsilon)\le Z^2\left(\frac1\varepsilon-1\right).$$

```lean
/-- For `Z > 0` and a cut-off `0 < ε ≤ 1`, the squared-force integral lies between
`Z² exp(-2Z) (1/ε - 1)` and `Z² (1/ε - 1)`. -/
theorem cutoffSecondMoment_bounds {Z ε : ℝ} (hZ : 0 < Z) (hε : 0 < ε) (hε1 : ε ≤ 1) :
    Z ^ 2 * Real.exp (-2 * Z) * (ε⁻¹ - 1) ≤ cutoffSecondMoment Z ε ∧
      cutoffSecondMoment Z ε ≤ Z ^ 2 * (ε⁻¹ - 1) := by
  have hpos : ∀ x ∈ uIcc ε 1, 0 < x := by
    intro x hx
    rw [uIcc_of_le hε1] at hx
    exact lt_of_lt_of_le hε hx.1
  have hne : ∀ x ∈ uIcc ε 1, x ^ 2 ≠ 0 := fun x hx => pow_ne_zero 2 (hpos x hx).ne'
  have hi : IntervalIntegrable (fun r : ℝ => (r ^ 2)⁻¹) volume ε 1 :=
    (ContinuousOn.inv₀ (by fun_prop) hne).intervalIntegrable
  have hw : IntervalIntegrable (fun r => radialWeight Z r * force Z r ^ 2) volume ε 1 := by
    unfold radialWeight force
    exact (ContinuousOn.mul (by fun_prop)
      ((ContinuousOn.div continuousOn_const (by fun_prop) hne).pow 2)).intervalIntegrable
  -- the inverse-square integral over the shell
  have hint : ∫ r in ε..1, (r ^ 2)⁻¹ = ε⁻¹ - 1 := by
    rw [intervalIntegral.integral_eq_sub_of_hasDerivAt (f := fun x : ℝ => -x⁻¹)
      (fun x hx => (hasDerivAt_inv (hpos x hx).ne').fun_neg.congr_deriv (neg_neg _)) hi]
    rw [inv_one]
    ring
  have hform : ∀ r : ℝ, 0 < r → radialWeight Z r * force Z r ^ 2
      = Z ^ 2 * Real.exp (-2 * Z * r) * (r ^ 2)⁻¹ := by
    intro r hr
    simp only [radialWeight, force]
    field_simp
  unfold cutoffSecondMoment
  rw [← hint, ← intervalIntegral.integral_const_mul, ← intervalIntegral.integral_const_mul]
  constructor
  · refine intervalIntegral.integral_mono_on hε1 (hi.const_mul _) hw (fun r hr => ?_)
    rw [hform r (lt_of_lt_of_le hε hr.1)]
    have he : Real.exp (-2 * Z) ≤ Real.exp (-2 * Z * r) :=
      Real.exp_le_exp.2 (by nlinarith [mul_nonneg hZ.le (sub_nonneg.2 hr.2)])
    gcongr
  · refine intervalIntegral.integral_mono_on hε1 hw (hi.const_mul _) (fun r hr => ?_)
    have hr0 : 0 < r := lt_of_lt_of_le hε hr.1
    rw [hform r hr0]
    have he : Real.exp (-2 * Z * r) ≤ 1 :=
      Real.exp_le_one_iff.2 (by nlinarith [mul_pos hZ hr0])
    exact mul_le_mul_of_nonneg_right (mul_le_of_le_one_right (sq_nonneg Z) he) (by positivity)
```

The facts `hi` and `hw` record that both integrands are integrable over the shell, where they are continuous. `hint` is the integral of $1/r^2$, obtained from its antiderivative, and `hform` rewrites the integrand. Each bound then follows from `integral_mono_on`, which integrates a pointwise inequality. At $\varepsilon=1$ all three expressions vanish.

Since $1/\varepsilon\to\infty$ and $Z^2e^{-2Z}>0$, the lower bound forces

$$M(\varepsilon)\to\infty\qquad(\varepsilon\to0^+).$$

```lean
/-- For `Z > 0`, the squared-force integral grows without bound as the cut-off radius
decreases to zero. -/
theorem cutoffSecondMoment_tendsto {Z : ℝ} (hZ : 0 < Z) :
    Tendsto (cutoffSecondMoment Z) (𝓝[>] 0) atTop := by
  have hC : 0 < Z ^ 2 * Real.exp (-2 * Z) := by positivity
  have hlow : Tendsto (fun ε : ℝ => Z ^ 2 * Real.exp (-2 * Z) * (ε⁻¹ - 1))
      (𝓝[>] 0) atTop := by
    simp only [sub_eq_add_neg]
    exact Tendsto.const_mul_atTop hC
      (tendsto_atTop_add_const_right _ (-1) tendsto_inv_nhdsGT_zero)
  refine tendsto_atTop_mono' _ ?_ hlow
  filter_upwards [Ioo_mem_nhdsGT (zero_lt_one' ℝ)] with ε hε
  exact (cutoffSecondMoment_bounds hZ hε.1 hε.2.le).1
```

The filter `𝓝[>] 0` expresses that $\varepsilon$ approaches zero through positive values, and `atTop` is the limit $+\infty$. The proof applies the lower bound for $0<\varepsilon<1$, which is enough for a limit at zero.

## The variance is infinite

A variance is a mean-square deviation from the mean. Take any real constant $c$ and expand:

$$F^2=(F-c)^2+2cF-c^2.$$

Multiply by $w$ and integrate. The terms $2cwF$ and $c^2w$ have finite integrals, because the moments of order one and zero exist. If $w(F-c)^2$ were integrable too, the second moment would be finite, which would require $2<3/2$. Hence

$$\int_0^\infty w(r)\,\bigl(F(r)-c\bigr)^2\,dr=\infty.$$

```lean
/-- The bare Coulomb force estimator has infinite variance: for `Z > 0`, its squared deviation
from any constant `c` is not integrable in the hydrogenic density. -/
theorem infinite_variance {Z : ℝ} (hZ : 0 < Z) (c : ℝ) :
    ¬ IntegrableOn (fun r => radialWeight Z r * (force Z r - c) ^ 2) (Ioi 0) := by
  intro h
  -- the norm and the mean are finite
  have h0 := (moment_integrable_iff hZ 0).2 (by norm_num)
  have h1 := (moment_integrable_iff hZ 1).2 (by norm_num)
  -- a finite variance would therefore give a finite second moment
  have h2 : IntegrableOn (fun r => radialWeight Z r * force Z r ^ (2 : ℝ)) (Ioi 0) := by
    refine Integrable.congr (Integrable.sub (Integrable.add h (Integrable.const_mul h1 (2 * c)))
      (Integrable.const_mul h0 (c ^ 2))) (Eventually.of_forall fun r => ?_)
    simp only [Pi.add_apply, Pi.sub_apply, Real.rpow_two, Real.rpow_one, Real.rpow_zero]
    ring
  have h3 := (moment_integrable_iff hZ 2).1 h2
  norm_num at h3

end

end BareCoulombForce
```

The hypotheses `h0` and `h1` are the two finite moments, `h2` is the expansion, and `h3` is the false inequality. The choice $c=2Z^3$, the normalised mean, gives the variance. Because $c$ is arbitrary, subtracting a constant from the estimator does not help.

```lean
#print axioms BareCoulombForce.integral_force
-- 'BareCoulombForce.integral_force' depends on axioms: [propext, Classical.choice, Quot.sound]
#print axioms BareCoulombForce.cutoffSecondMoment_tendsto
-- 'BareCoulombForce.cutoffSecondMoment_tendsto' depends on axioms: [propext, Classical.choice, Quot.sound]
#print axioms BareCoulombForce.infinite_variance
-- 'BareCoulombForce.infinite_variance' depends on axioms: [propext, Classical.choice, Quot.sound]
```

## From the magnitude to a force component

In variational Monte Carlo with the exact ground-state wave function of this one-electron atom, independent samples of $F$ have an average that converges to $2Z^3$, but the usual error bar, proportional to the standard deviation over the square root of the sample size, has no finite standard deviation to rest on.

A simulation records Cartesian components of the force, whereas the theorems treat its magnitude. If $\theta$ is the angle between the electron's position vector and the chosen axis, the component has magnitude $Z|\cos\theta|/r^2$. The average of $\cos^2\theta$ over the sphere is $1/3$, so the cut-off second moment of a component is one third of that of $F$ and diverges in the same way. Its mean is zero by symmetry.

The same comparison of powers settles the Coulomb potential energy, of magnitude $Z/r$. The weighted moment of order $p$ now has the integrand $Z^pr^{2-p}e^{-2Zr}$, which is integrable exactly when $2-p>-1$, or $p<3$. The second moment is then finite: when positions are sampled from this density, the potential energy has a finite variance, whereas the bare force does not. These remarks on components and on the potential are informal additions to the Lean development.
